# The Müller two-matrix keeps its sum rule but loses antisymmetry and is negative on some symmetric amplitude at fractional occupation

Müller's approximation builds the two-electron density matrix from the one-electron density matrix $g$ and a square root $s$ of it, so one must first say which square root is meant. Here $s$ is the positive semidefinite one. Hermiticity alone leaves the signs of its eigenvalues open, and the diagonal elements of the two-matrix can depend on them.

The physical question is whether the result could come from a state of $N$ electrons. It has the right contraction, but a single natural orbital with occupation strictly between 0 and 1 makes it fail two necessary conditions: antisymmetry, and positivity on all two-particle amplitudes, symmetric ones included. Such occupations are typical of correlated electrons, so an energy computed from this two-matrix in a finite orbital basis is not guaranteed to be the expectation value of any fermionic state.

## The two-matrix and two conditions on it

With indices $i,j,k,l$ for orthonormal spin orbitals, the two-matrix is
$$\Gamma(ij,kl)=g_{ik}g_{jl}-s_{il}s_{jk}.$$

```lean
import Mathlib

open Matrix
open scoped ComplexOrder

namespace MullerTwoMatrix

variable {ι : Type*}
```

In Lean, `ι` is the index set, finite from the quadratic form onwards, and `g` and `s` are complex matrices over it. Textbooks often write $\gamma$ and $\gamma^{1/2}$ for them.

```lean
/-- The Müller two-matrix: the direct product of one-matrices `g` minus an exchange
term built from the matrix `s`. -/
def muller (g s : Matrix ι ι ℂ) (i j k l : ι) : ℂ :=
  g i k * g j l - s i l * s j k
```

Antisymmetry means a change of sign when the first two indices are exchanged.

```lean
/-- Antisymmetry of a two-matrix under exchange of its first two indices. -/
def IsAntisymm (Γ : ι → ι → ι → ι → ℂ) : Prop :=
  ∀ i j k l, Γ j i k l = -Γ i j k l
```

The second condition concerns the quadratic form $F(c)=\sum_{ijkl}c_{ij}^*\,\Gamma(ij,kl)\,c_{kl}$ of a two-particle amplitude $c$.

```lean
variable [Fintype ι]

/-- The quadratic form of a two-matrix on a two-particle amplitude `c`. -/
def dForm (Γ : ι → ι → ι → ι → ℂ) (c : ι → ι → ℂ) : ℂ :=
  ∑ i, ∑ j, ∑ k, ∑ l, star (c i j) * Γ i j k l * c k l
```

D positivity requires $F(c)\ge 0$, which in Lean's order on `ℂ` means real and nonnegative. The amplitude $c$ is arbitrary here, whereas the D condition is often stated for antisymmetric pairs only. For a true fermionic two-matrix the two versions agree, because the symmetric part of $c$ contributes nothing.

```lean
/-- D positivity: the quadratic form is real and nonnegative on every two-index amplitude. -/
def DPositive (Γ : ι → ι → ι → ι → ℂ) : Prop :=
  ∀ c, 0 ≤ dForm Γ c
```

## $s^2=g$ and $\operatorname{tr}g=N$ give the sum rule

The trace counts the electrons, and $s^2=g$ makes the exchange-correlation hole integrate to minus one electron. Summing over the second particle,
$$\sum_j\Gamma(ij,kj)=g_{ik}\sum_j g_{jj}-\sum_j s_{ij}s_{jk}=N g_{ik}-(s^2)_{ik}=(N-1)g_{ik}.$$

In the proof, `h1` is the trace and `h2` the matrix product. Positivity plays no part, and `N` may be any real number. Without $s^2=g$ the contraction is $Ng-s^2$.

```lean
/-- If `s² = g` and `g` has trace `N`, the Müller two-matrix contracts to `(N - 1) g`. -/
theorem muller_contraction {g s : Matrix ι ι ℂ} {N : ℝ} (hg : s * s = g)
    (hN : g.trace = (N : ℂ)) (i k : ι) :
    ∑ j, muller g s i j k j = ((N : ℂ) - 1) * g i k := by
  have h1 : ∑ j, g j j = (N : ℂ) := hN
  have h2 : ∑ j, s i j * s j k = g i k := by rw [← hg, Matrix.mul_apply]
  simp only [muller, Finset.sum_sub_distrib, ← Finset.mul_sum, h1, h2]
  ring
```

## Positivity of $s$ fixes its action on natural orbitals

A natural orbital is an eigenvector of $g$, with the occupation $n$ as its eigenvalue. Let $g\varphi=n\varphi$ with $n>0$, and put $w=s\varphi-\sqrt n\,\varphi$. Then
$$sw=n\varphi-\sqrt n\,s\varphi=-\sqrt n\,w .$$
Hence $w^\dagger s w=-\sqrt n\,w^\dagger w$. The left side is nonnegative because $s$ is positive semidefinite, so $w=0$ and $s\varphi=\sqrt n\,\varphi$.

The first lemma excludes a negative eigenvalue $-r$; the second applies it to $w$ with $r=\sqrt n$. Lean's `PosSemidef` includes Hermiticity.

```lean
/-- A positive semidefinite matrix has no eigenvector with a negative eigenvalue `-r`. -/
theorem eq_zero_of_mulVec_neg {s : Matrix ι ι ℂ} (hs : s.PosSemidef) {r : ℝ} (hr : 0 < r)
    {v : ι → ℂ} (h : s *ᵥ v = -((r : ℂ) • v)) : v = 0 := by
  have h1 := hs.dotProduct_mulVec_nonneg v
  rw [h, dotProduct_neg, dotProduct_smul, smul_eq_mul] at h1
  have h2 : 0 ≤ star v ⬝ᵥ v := dotProduct_star_self_nonneg v
  obtain ⟨h1r, _⟩ := Complex.le_def.mp h1
  obtain ⟨h2r, h2i⟩ := Complex.le_def.mp h2
  simp only [Complex.zero_re, Complex.neg_re, Complex.re_ofReal_mul] at h1r h2r
  have h3 : (star v ⬝ᵥ v).re = 0 := by
    refine le_antisymm ?_ h2r
    by_contra hc
    linarith [mul_pos hr (not_le.mp hc)]
  exact dotProduct_star_self_eq_zero.mp (Complex.ext h3 h2i.symm)

/-- The positive semidefinite root `s` of `g` acts on a natural orbital of occupation
`n > 0` as multiplication by `√n`. -/
theorem root_mulVec {g s : Matrix ι ι ℂ} (hs : s.PosSemidef) (hg : s * s = g) {n : ℝ}
    (hn : 0 < n) {φ : ι → ℂ} (hφ : g *ᵥ φ = (n : ℂ) • φ) :
    s *ᵥ φ = ((√n : ℝ) : ℂ) • φ := by
  have hq : ((√n : ℝ) : ℂ) * ((√n : ℝ) : ℂ) = (n : ℂ) := by
    rw [← Complex.ofReal_mul, Real.mul_self_sqrt hn.le]
  -- the difference of both sides would have eigenvalue `-√n`
  refine sub_eq_zero.mp (eq_zero_of_mulVec_neg hs (Real.sqrt_pos.2 hn) ?_)
  rw [Matrix.mulVec_sub, Matrix.mulVec_smul, Matrix.mulVec_mulVec, hg, hφ, ← hq]
  module
```

## A normalised natural orbital with $0<n<1$ breaks both conditions

Put both particles in the same orbital, $c_{ij}=\varphi_i\varphi_j$. The sums factorise:
$$F(\varphi\varphi)=(\varphi^\dagger g\varphi)^2-(\varphi^\dagger s\varphi)^2 .$$
In the exchange term the column indices are crossed, and `Finset.sum_comm` exchanges them.

```lean
/-- For any vector `φ`, the Müller form on the product amplitude `φφ` is `(φ†gφ)² - (φ†sφ)²`. -/
theorem dForm_muller_product (g s : Matrix ι ι ℂ) (φ : ι → ℂ) :
    dForm (muller g s) (fun i j => φ i * φ j) =
      (star φ ⬝ᵥ g *ᵥ φ) ^ 2 - (star φ ⬝ᵥ s *ᵥ φ) ^ 2 := by
  have key (A : Matrix ι ι ℂ) :
      star φ ⬝ᵥ A *ᵥ φ = ∑ i, ∑ k, star (φ i) * A i k * φ k := by
    simp only [dotProduct, Matrix.mulVec, Pi.star_apply, Finset.mul_sum, mul_assoc]
  have hA (A : Matrix ι ι ℂ) : (star φ ⬝ᵥ A *ᵥ φ) ^ 2 = ∑ i, ∑ j, ∑ k, ∑ l,
      (star (φ i) * A i k * φ k) * (star (φ j) * A j l * φ l) := by
    rw [sq]
    simp only [key, Finset.sum_mul_sum]
  -- exchange the two summed column indices in the exchange term
  have hB : (star φ ⬝ᵥ s *ᵥ φ) ^ 2 = ∑ i, ∑ j, ∑ k, ∑ l,
      (star (φ i) * s i l * φ l) * (star (φ j) * s j k * φ k) := by
    rw [hA]
    exact Finset.sum_congr rfl fun i _ => Finset.sum_congr rfl fun j _ => Finset.sum_comm
  rw [hA g, hB]
  simp only [dForm, muller, ← Finset.sum_sub_distrib]
  refine Finset.sum_congr rfl fun i _ => Finset.sum_congr rfl fun j _ =>
    Finset.sum_congr rfl fun k _ => Finset.sum_congr rfl fun l _ => ?_
  simp only [star_mul']
  ring
```

For a normalised natural orbital the two expectation values are $n$ and $\sqrt n$, so $F(\varphi\varphi)=n^2-n=-n(1-n)<0$. This contradicts D positivity.

It also contradicts antisymmetry. If $\Gamma$ is antisymmetric and $c_{ij}=c_{ji}$, renaming $i\leftrightarrow j$ gives
$$F(c)=\sum_{ijkl}c_{ji}^*\,\Gamma(ji,kl)\,c_{kl}=-F(c),$$
so $F(c)=0$. The next lemma is this calculation.

```lean
/-- The form of an antisymmetric two-matrix vanishes on every symmetric amplitude. -/
theorem dForm_eq_zero_of_antisymm {Γ : ι → ι → ι → ι → ℂ} (hΓ : IsAntisymm Γ)
    {c : ι → ι → ℂ} (hc : ∀ i j, c i j = c j i) : dForm Γ c = 0 := by
  have h : dForm Γ c = -dForm Γ c := by
    calc dForm Γ c = ∑ i, ∑ j, ∑ k, ∑ l, star (c j i) * Γ j i k l * c k l := by
          unfold dForm
          exact Finset.sum_comm
      _ = -dForm Γ c := by
          simp only [dForm, ← Finset.sum_neg_distrib]
          refine Finset.sum_congr rfl fun i _ => Finset.sum_congr rfl fun j _ =>
            Finset.sum_congr rfl fun k _ => Finset.sum_congr rfl fun l _ => ?_
          rw [hc j i, hΓ i j k l]
          ring
  linear_combination (1 / 2 : ℂ) * h
```

The theorem `muller_fractional` combines these facts in any basis: it gives the value $n^2-n$ and the failure of both conditions.

```lean
/-- Let `s` be the positive semidefinite root of `g`. If a normalised natural orbital `φ` has
occupation `0 < n < 1`, the Müller form on `φφ` is `n² - n`, and the two-matrix is neither
D positive nor antisymmetric. -/
theorem muller_fractional {g s : Matrix ι ι ℂ} (hs : s.PosSemidef) (hg : s * s = g) {n : ℝ}
    (hn : 0 < n) (hn1 : n < 1) {φ : ι → ℂ} (hφ : g *ᵥ φ = (n : ℂ) • φ)
    (h1 : star φ ⬝ᵥ φ = 1) :
    dForm (muller g s) (fun i j => φ i * φ j) = ((n ^ 2 - n : ℝ) : ℂ) ∧
      ¬ DPositive (muller g s) ∧ ¬ IsAntisymm (muller g s) := by
  have hq : ((√n : ℝ) : ℂ) ^ 2 = (n : ℂ) := by
    rw [← Complex.ofReal_pow, Real.sq_sqrt hn.le]
  have hv : dForm (muller g s) (fun i j => φ i * φ j) = ((n ^ 2 - n : ℝ) : ℂ) := by
    rw [dForm_muller_product, hφ, root_mulVec hs hg hn hφ]
    simp only [dotProduct_smul, h1, smul_eq_mul, mul_one, hq, Complex.ofReal_sub,
      Complex.ofReal_pow]
  have hneg : n ^ 2 - n < 0 := by nlinarith [mul_pos hn (sub_pos.2 hn1)]
  refine ⟨hv, fun h => ?_, fun h => ?_⟩
  · have h0 := h (fun i j => φ i * φ j)
    rw [hv] at h0
    exact not_le_of_gt hneg (Complex.zero_le_real.mp h0)
  · have h0 := dForm_eq_zero_of_antisymm h (c := fun i j => φ i * φ j)
      (fun i j => mul_comm _ _)
    rw [hv] at h0
    exact hneg.ne (Complex.ofReal_eq_zero.mp h0)
```

Normalisation `h1` only sets the scale: for $\varphi^\dagger\varphi=a$ the value becomes $a^2(n^2-n)$, so any nonzero $\varphi$ would show the violation. At $n=0$ or $n=1$ the value is zero and this orbital reveals nothing.

The amplitude $\varphi\varphi$ is symmetric, a double occupation of one spin orbital that the Pauli principle forbids. On antisymmetric amplitudes a short calculation, which is not part of the Lean development, turns the form into that of $g\otimes g+s\otimes s$, which is nonnegative. The negative values therefore come from the symmetric component that a fermionic two-matrix would not have.

## With diagonal $g$ one matrix element already shows the violation

If the basis consists of natural orbitals, $g$ is diagonal with occupations $n_i$. The unit vector of orbital $i$ is an eigenvector, so $s_{ii}=\sqrt{n_i}$ and
$$\Gamma(ii,ii)=g_{ii}^2-s_{ii}^2=n_i^2-n_i<0\qquad(0<n_i<1).$$

Lean writes the unit vector as `Pi.single i 1`, checks the eigenvalue equation in `he` and reads off $s_{ii}$ from `root_mulVec`. In another basis $\Gamma(ii,ii)$ is still $g_{ii}^2-s_{ii}^2$, but these entries need not be an occupation and its root.

```lean
/-- For diagonal `g` with positive semidefinite root `s` and an occupation `0 < n i < 1`,
the element `(ii,ii)` of the Müller two-matrix is `(n i)² - n i`, a negative number. -/
theorem muller_diagonal_element [DecidableEq ι] {s : Matrix ι ι ℂ} {n : ι → ℝ}
    (hs : s.PosSemidef) (hg : s * s = diagonal (fun i => (n i : ℂ))) (i : ι)
    (hn : 0 < n i) (hn1 : n i < 1) :
    muller (diagonal (fun i => (n i : ℂ))) s i i i i = ((n i ^ 2 - n i : ℝ) : ℂ) ∧
      n i ^ 2 - n i < 0 := by
  have he : diagonal (fun i => (n i : ℂ)) *ᵥ Pi.single i 1 =
      (n i : ℂ) • (Pi.single i 1 : ι → ℂ) := by
    ext k
    by_cases hk : k = i
    · simp [Matrix.mulVec_diagonal, hk]
    · simp [Matrix.mulVec_diagonal, hk]
  have h : s i i = ((√(n i) : ℝ) : ℂ) := by
    simpa [Matrix.mulVec_single_one] using congrFun (root_mulVec hs hg hn he) i
  have hq : ((√(n i) : ℝ) : ℂ) * ((√(n i) : ℝ) : ℂ) = (n i : ℂ) := by
    rw [← Complex.ofReal_mul, Real.mul_self_sqrt hn.le]
  refine ⟨?_, by nlinarith [mul_pos hn (sub_pos.2 hn1)]⟩
  simp only [muller, Matrix.diagonal_apply_eq, h, hq]
  push_cast
  ring
```

## Antisymmetry holds exactly for idempotent $g$

Idempotency, $g^2=g$, means that every occupation is 0 or 1, as for a single Slater determinant.

Suppose first that $\Gamma$ is antisymmetric. Equal first indices give $\Gamma(ii,kl)=0$, that is $g_{ik}g_{il}=s_{ik}s_{il}$, which is `hrow`.

- With $k=l=i$, the nonnegative numbers $g_{ii}$ and $s_{ii}$ have equal squares, so they are equal.
- If $s_{ii}\neq0$, taking $k=i$ and dividing by $s_{ii}$ gives $g_{il}=s_{il}$.
- If $s_{ii}=0$, then $0=g_{ii}=\sum_m|s_{mi}|^2$. Column $i$ of $s$ vanishes, and so does row $i$. Then $g_{il}^2=s_{il}^2=0$.

Thus $g=s$, and $s^2=g$ becomes $g^2=g$.

Conversely, let $g^2=g$, so $s^4=s^2$. The matrix $D=s^3-s^2$ satisfies $sD=s^2-s^3=-D$. Positivity excludes the eigenvalue $-1$, so $D=0$, which is `h3`. Then
$$(s^2-s)^\dagger(s^2-s)=s^4-2s^3+s^2=0,$$
which gives $s^2=s$ and $g=s$. Now $\Gamma(ij,kl)=s_{ik}s_{jl}-s_{il}s_{jk}$ changes sign under $i\leftrightarrow j$.

For a merely Hermitian $s$ this converse fails. With $s=\mathrm{diag}(1,-1)$, $g$ is the identity, yet $\Gamma(01,01)=\Gamma(10,01)=1$.

```lean
/-- With `s` the positive semidefinite root of `g`, the Müller two-matrix is antisymmetric
exactly when the one-matrix `g` is idempotent. -/
theorem muller_antisymm_iff {g s : Matrix ι ι ℂ} (hs : s.PosSemidef) (hg : s * s = g) :
    IsAntisymm (muller g s) ↔ g * g = g := by
  classical
  constructor
  · intro h
    have hrow (i k l : ι) : g i k * g i l = s i k * s i l := by
      have h0 := h i i k l
      simp only [muller] at h0
      linear_combination (1 / 2 : ℂ) * h0
    have hgp : g.PosSemidef := by
      have h0 := Matrix.posSemidef_conjTranspose_mul_self s
      rwa [hs.isHermitian.eq, hg] at h0
    -- equal squares of nonnegative diagonal elements
    have hd (i : ι) : g i i = s i i := by
      rcases mul_self_eq_mul_self_iff.mp (hrow i i i) with h0 | h0
      · exact h0
      · have hgi : 0 ≤ g i i := hgp.diag_nonneg
        have hsi : 0 ≤ s i i := hs.diag_nonneg
        rw [h0] at hgi
        have hz : s i i = 0 := le_antisymm (neg_nonneg.mp hgi) hsi
        rw [h0, hz, neg_zero]
    have hgs : g = s := by
      ext i l
      by_cases h0 : s i i = 0
      · -- an empty orbital has a vanishing row
        have hcol : (fun m => s m i) = 0 := by
          apply dotProduct_star_self_eq_zero.mp
          calc star (fun m => s m i) ⬝ᵥ (fun m => s m i) = ∑ m, s i m * s m i :=
                Finset.sum_congr rfl fun m _ =>
                  congrArg (· * s m i) (hs.isHermitian.apply i m)
            _ = 0 := by rw [← Matrix.mul_apply, hg, hd, h0]
        have hl : s i l = 0 := by
          rw [← hs.isHermitian.apply i l, show s l i = 0 from congrFun hcol l, star_zero]
        have h2 := hrow i l l
        rw [hl, mul_zero] at h2
        rw [hl, mul_self_eq_zero.mp h2]
      · have h2 := hrow i i l
        rw [hd] at h2
        exact mul_left_cancel₀ h0 h2
    rw [← hgs] at hg
    exact hg
  · intro hi
    have h4 : s * s * (s * s) = s * s := by rw [hg, hi]
    have hcol (M : Matrix ι ι ℂ) (hM : ∀ v, M *ᵥ v = 0) : M = 0 := by
      ext i j
      simpa [Matrix.mulVec_single_one] using congrFun (hM (Pi.single j 1)) i
    -- positivity excludes the eigenvalue `-1` of `s`
    have h3 : s * s * s - s * s = 0 := by
      refine hcol _ fun v => eq_zero_of_mulVec_neg hs one_pos ?_
      have hM : s * (s * s * s - s * s) = -(s * s * s - s * s) := by
        linear_combination (norm := noncomm_ring) h4
      rw [Matrix.mulVec_mulVec, hM, Matrix.neg_mulVec, Complex.ofReal_one, one_smul]
    have hss : s * s - s = 0 := by
      apply Matrix.conjTranspose_mul_self_eq_zero.mp
      rw [Matrix.conjTranspose_sub, Matrix.conjTranspose_mul, hs.isHermitian.eq]
      linear_combination (norm := noncomm_ring) h4 - h3 - h3
    have hgs : g = s := hg.symm.trans (sub_eq_zero.mp hss)
    intro i j k l
    simp only [muller, hgs]
    ring
```

## Two small examples with numbers

Three orbitals with occupations $1$, $16/25$ and $9/25$ hold two electrons, and the positive root has diagonal $1$, $4/5$, $3/5$. The theorem below checks these data. By the diagonal formula, both fractional orbitals have $\Gamma(ii,ii)=-144/625$. These occupations belong to a mixed state, for instance two Slater determinants sharing the first orbital, with weights $16/25$ and $9/25$. No pure two-electron state has them, since in three spin orbitals every such state is a single determinant.

```lean
/-- Three orbitals with occupations 1, 16/25 and 9/25: the root with diagonal 1, 4/5, 3/5
is positive semidefinite, squares to the one-matrix, and the trace is 2. -/
theorem muller_witness :
    (diagonal (fun i => (((![1, 4/5, 3/5] : Fin 3 → ℝ) i : ℝ) : ℂ))).PosSemidef ∧
    diagonal (fun i => (((![1, 4/5, 3/5] : Fin 3 → ℝ) i : ℝ) : ℂ)) *
      diagonal (fun i => (((![1, 4/5, 3/5] : Fin 3 → ℝ) i : ℝ) : ℂ)) =
      diagonal (fun i => (((![1, 16/25, 9/25] : Fin 3 → ℝ) i : ℝ) : ℂ)) ∧
    (diagonal (fun i => (((![1, 16/25, 9/25] : Fin 3 → ℝ) i : ℝ) : ℂ))).trace = 2 := by
  refine ⟨Matrix.posSemidef_diagonal_iff.mpr fun i => Complex.zero_le_real.mpr ?_, ?_, ?_⟩
  · fin_cases i <;> norm_num
  · rw [Matrix.diagonal_mul_diagonal]
    congr 1
    funext i
    fin_cases i <;> norm_num
  · rw [Matrix.trace_diagonal, Fin.sum_univ_three]
    change ((1 : ℝ) : ℂ) + ((16 / 25 : ℝ) : ℂ) + ((9 / 25 : ℝ) : ℂ) = 2
    norm_num
```

The second example has a Hermitian $s$ that is not positive semidefinite: its diagonal is zero and its off-diagonal entries are $1/2$. Then $g$ is $1/4$ times the identity and $\Gamma(00,00)=1/16$, where the positive root would give $-3/16$. So Hermiticity does not suffice for the diagonal-element formula. The example does not rescue D positivity: for $\varphi=(1,1)/\sqrt2$ the form $F(\varphi\varphi)$ is still $-3/16$. Since $\operatorname{tr}g=1/2$, this example illustrates the matrix algebra only: $g$ is not the one-matrix of a state with a whole number of electrons.

```lean
/-- A Hermitian root that is not positive semidefinite can give a positive element `(00,00)`:
here `g` is 1/4 times the identity and the element is 1/16. -/
theorem hermitian_root_insufficient :
    (!![0, 1/2; 1/2, 0] : Matrix (Fin 2) (Fin 2) ℂ).IsHermitian ∧
    (!![0, 1/2; 1/2, 0] : Matrix (Fin 2) (Fin 2) ℂ) * !![0, 1/2; 1/2, 0] =
      !![1/4, 0; 0, 1/4] ∧
    muller (!![1/4, 0; 0, 1/4] : Matrix (Fin 2) (Fin 2) ℂ) !![0, 1/2; 1/2, 0] 0 0 0 0 =
      1/16 := by
  refine ⟨?_, ?_, ?_⟩
  · ext i j
    fin_cases i <;> fin_cases j <;> simp [Matrix.conjTranspose_apply]
  · ext i j
    fin_cases i <;> fin_cases j <;>
      simp [Matrix.mul_apply, Fin.sum_univ_succ] <;> norm_num
  · norm_num [muller]

end MullerTwoMatrix
```

```lean
#print axioms MullerTwoMatrix.muller_fractional
#print axioms MullerTwoMatrix.muller_diagonal_element
#print axioms MullerTwoMatrix.muller_antisymm_iff
#print axioms MullerTwoMatrix.hermitian_root_insufficient
```

```
'MullerTwoMatrix.muller_fractional' depends on axioms: [propext, Classical.choice, Quot.sound]
'MullerTwoMatrix.muller_diagonal_element' depends on axioms: [propext, Classical.choice, Quot.sound]
'MullerTwoMatrix.muller_antisymm_iff' depends on axioms: [propext, Classical.choice, Quot.sound]
'MullerTwoMatrix.hermitian_root_insufficient' depends on axioms: [propext, Classical.choice, Quot.sound]
```
